# Connectivity of the hard-core configuration graph and strict positivity of nonnegative eigenvectors

## Question

I work with N hard-core bosons hopping on a finite lattice, with at most one particle per site. In lattice density functional theory the argument that a density fixes its potential up to a constant divides by the ground-state amplitude, so I want that amplitude to be nonzero on every occupation pattern. The usual route needs every pattern to be reachable from every other by allowed hops, and since the particles block each other this is not the same statement as the lattice being connected.

My claim is this: for a connected finite graph of sites and any N, the graph on N-element sets of occupied sites, with S joined to T when T arises by moving one particle along an edge to an empty site, is connected. Is this right, and does it give positivity of the amplitude? Could you state and prove it in Lean 4 with Mathlib?

## Answer

The claim needs one correction. If N exceeds the number of sites |V| there are no configurations, and Mathlib's `Connected` requires at least one vertex. On a connected finite lattice the configuration graph is connected exactly when N ≤ |V|. The statement that any two N-particle configurations are linked by hops holds on a connected lattice for every N, whether the lattice is finite or infinite.

### Modelling choices

The sites are the elements of a type `V`, and the bonds are the edges of `G : SimpleGraph V`, which is undirected and has no loops. I write u ~ v for `G.Adj u v`. A configuration of N indistinguishable hard-core particles is the set S of occupied sites, so `Config V N` is the type of finite sets with `S.card = N`; for such an `S`, `S.1` is the set and `S.2` the proof of its size. The elementary operation is

  move(S, u, v) = (S \ {u}) ∪ {v},

which `move` defines for arbitrary u and v; the conditions that u is occupied and v is empty enter as hypotheses where they are used. `Hop G S T` says that T = move(S, u, v) for some bond u ~ v with u ∈ S and v ∉ S. The graph `configGraph G N` is built with `SimpleGraph.fromRel`, which joins two distinct configurations when the relation holds in either direction.

Three Mathlib notions carry the statements: `Reachable` means joined by a walk, `Preconnected` means that any two vertices are reachable from each other, and `Connected` adds that there is at least one vertex.

A state is a real function ψ on configurations, with no normalisation imposed. With a real hopping amplitude t and a real diagonal energy U(S), `hamiltonian` is

  (Hψ)(S) = −t Σ_{T ~ S} ψ(T) + U(S) ψ(S),

where T ~ S now means adjacency in the configuration graph. U is arbitrary, so it covers a site potential together with any interaction that depends only on the occupations. The amplitude t is the same on all bonds. H is defined directly in the configuration basis; creation and annihilation operators do not occur.

### Derivation by hand

Step 1, single moves. Let u ∈ S and v ∉ S. Removing u and adding v leaves the size unchanged, and for any real function f on sites

  |move(S, u, v)| = |S|,

  Σ_{x ∈ move(S, u, v)} f(x) = Σ_{x ∈ S} f(x) − f(u) + f(v).

A hop can be undone. If S = move(T, u, v) with u ~ v, u ∈ T and v ∉ T, then v ∈ S, u ∉ S because u ≠ v, and move(S, v, u) = T. A hop also changes the configuration, since its target site is empty before and occupied after. So S and T are adjacent exactly when T arises from S by a hop.

Step 2, transport. Suppose a lattice walk joins u to v. Then for every S with u ∈ S and v ∉ S, hops lead from S to move(S, u, v). The proof is an induction on the walk, for all S at once. The empty walk has u = v, which contradicts u ∈ S and v ∉ S. Otherwise the walk is u → w → … → v with u ~ w, and there are two cases.

If w ∈ S, the shorter walk from w to v applies to S and reaches M = move(S, w, v). In M the site u is still occupied since u ≠ w, and w is empty since w ≠ v. The hop u → w is allowed and gives

  move(M, u, w) = (S \ {u}) ∪ {v},

because w was removed and put back.

If w ∉ S, hop at once to M = move(S, u, w). If w = v this is the target. Otherwise w ∈ M and v ∉ M, the shorter walk applies to M, and

  move(M, w, v) = (S \ {u}) ∪ {v},

because w was added and removed again. The particle that arrives at v need not be the one that started at u, which is harmless for indistinguishable particles.

Step 3, any two configurations. Let any two sites be joined by a walk, let |S| = |T| = N, and put n = |S \ T|. If n = 0 then S ⊆ T, and equal sizes give S = T. If n > 0, pick u ∈ S \ T. The inclusion T ⊆ S would force T = S and so u ∈ T, hence there is a site v ∈ T \ S. Step 2 reaches M = move(S, u, v), and

  M \ T = (S \ T) \ {u},

which has n − 1 elements. Induction on n finishes the argument. On a finite lattice an N-element set exists exactly when N ≤ |V|, which gives the corrected claim.

Step 4, the converse. If f(a) = f(b) for every bond a ~ b, Step 1 shows that a hop leaves Σ_{x ∈ S} f(x) unchanged, and so does a sequence of hops. Let 0 < N < |V|, let the configuration graph be connected, and suppose no walk joins u to v; then u ≠ v. Since 1 ≤ N ≤ |V| − 1 there is an S with {u} ⊆ S ⊆ V \ {v} and |S| = N. Take f(x) = 1 when x is reachable from u and f(x) = 0 otherwise, so that the sum counts the particles in the component of u. This f agrees across every bond, so S and move(S, u, v) have the same sum. By Step 1 the sums differ by −f(u) + f(v) = −1, a contradiction.

Step 5, positivity. Let the lattice be finite and connected, and let t ≠ 0, ψ ≥ 0 everywhere, ψ not identically zero, and Hψ = Eψ for a real E. If ψ(A) = 0, the eigenvalue equation at A reads

  −t Σ_{T ~ A} ψ(T) = 0.

The sum has nonnegative terms and vanishes, so ψ(B) = 0 for every neighbour B of A. A zero at S therefore spreads along walks to every configuration by Step 3, which contradicts ψ ≠ 0. Hence ψ(S) > 0 for all S.

### The file

```lean
import Mathlib

open Finset

namespace HardCoreConfigurations

variable {V : Type*} [DecidableEq V]

/-- Configurations of `N` hard-core particles: sets of `N` occupied sites. -/
abbrev Config (V : Type*) (N : ℕ) := {S : Finset V // S.card = N}

/-- The occupied set after removing site `u` and adding site `v`. -/
def move (S : Finset V) (u v : V) : Finset V := insert v (S.erase u)

/-- `T` arises from `S` by moving one particle along an edge of `G` to an empty site. -/
def Hop (G : SimpleGraph V) (S T : Finset V) : Prop :=
  ∃ u v, G.Adj u v ∧ u ∈ S ∧ v ∉ S ∧ T = move S u v

/-- The graph on `N`-particle configurations joining two distinct configurations when one
arises from the other by a hop. -/
def configGraph (G : SimpleGraph V) (N : ℕ) : SimpleGraph (Config V N) :=
  SimpleGraph.fromRel fun S T => Hop G S.1 T.1

/-- Moving a particle to an empty site conserves the particle number. -/
theorem card_move {S : Finset V} {u v : V} (hu : u ∈ S) (hv : v ∉ S) :
    (move S u v).card = S.card := by
  have hn : v ∉ S.erase u := fun h => hv (mem_of_mem_erase h)
  rw [move, card_insert_of_notMem hn, card_erase_add_one hu]

/-- Moving a particle from `u` to an empty site `v` changes the sum of a site function over
the occupied sites by `f v - f u`. -/
theorem sum_move (f : V → ℝ) {S : Finset V} {u v : V} (hu : u ∈ S) (hv : v ∉ S) :
    ∑ x ∈ move S u v, f x = ∑ x ∈ S, f x - f u + f v := by
  have hn : v ∉ S.erase u := fun h => hv (mem_of_mem_erase h)
  have h := add_sum_erase S f hu
  rw [move, sum_insert hn]
  linarith

/-- Two configurations are adjacent exactly when the second arises from the first by a hop. -/
theorem configGraph_adj (G : SimpleGraph V) {N : ℕ} (S T : Config V N) :
    (configGraph G N).Adj S T ↔ Hop G S.1 T.1 := by
  simp only [configGraph, SimpleGraph.fromRel_adj]
  constructor
  · rintro ⟨_, h | ⟨u, v, huv, hu, hv, h⟩⟩
    · exact h
    · -- a hop is undone by the reverse hop along the same edge
      have hne := huv.ne
      refine ⟨v, u, huv.symm, ?_, ?_, ?_⟩
      · rw [h]; simp [move]
      · rw [h]; simp [move, hne]
      · rw [h]; ext x
        simp only [move, mem_insert, mem_erase]
        grind
  · rintro ⟨u, v, huv, hu, hv, h⟩
    refine ⟨?_, Or.inl ⟨u, v, huv, hu, hv, h⟩⟩
    rintro rfl
    apply hv
    rw [h]
    simp [move]

/-- If a walk on the lattice joins an occupied site `u` to an empty site `v`, a sequence of
hops leads to the configuration with `u` emptied and `v` filled. -/
theorem reachable_move {G : SimpleGraph V} {N : ℕ} {u v : V} (h : G.Reachable u v) :
    ∀ S T : Config V N, u ∈ S.1 → v ∉ S.1 → T.1 = move S.1 u v →
      (configGraph G N).Reachable S T := by
  obtain ⟨p⟩ := h
  induction p with
  | nil => intro S T hu hv _; exact absurd hu hv
  | @cons u w v huw p ih =>
    intro S T hu hv hT
    have hne := huw.ne
    by_cases hw : w ∈ S.1
    · -- the next site is occupied: send that particle ahead, then hop into the hole
      let M : Config V N := ⟨move S.1 w v, (card_move hw hv).trans S.2⟩
      refine (ih S M hw hv rfl).trans (SimpleGraph.Adj.reachable ?_)
      rw [configGraph_adj]
      refine ⟨u, w, huw, ?_, ?_, ?_⟩
      · simp only [M, move, mem_insert, mem_erase]; grind
      · simp only [M, move, mem_insert, mem_erase]; grind
      · rw [hT]; ext x
        simp only [M, move, mem_insert, mem_erase]; grind
    · -- the next site is empty: hop there and continue
      let M : Config V N := ⟨move S.1 u w, (card_move hu hw).trans S.2⟩
      have h1 : (configGraph G N).Adj S M :=
        (configGraph_adj G S M).2 ⟨u, w, huw, hu, hw, rfl⟩
      by_cases hwv : w = v
      · have hM : M = T := Subtype.ext (by
          show move S.1 u w = T.1
          rw [hT, hwv])
        rw [← hM]
        exact h1.reachable
      · refine h1.reachable.trans (ih M T ?_ ?_ ?_)
        · simp only [M, move, mem_insert, mem_erase]; grind
        · simp only [M, move, mem_insert, mem_erase]; grind
        · rw [hT]; ext x
          simp only [M, move, mem_insert, mem_erase]; grind

/-- If any two sites are joined by a walk, finite lattice or not, any two `N`-particle
configurations are linked by a sequence of hops. -/
theorem configGraph_preconnected {G : SimpleGraph V} (hG : G.Preconnected) (N : ℕ) :
    (configGraph G N).Preconnected := by
  intro S T
  -- induction on the number of misplaced particles
  have key : ∀ n, ∀ S : Config V N, (S.1 \ T.1).card = n →
      (configGraph G N).Reachable S T := by
    intro n
    induction n with
    | zero =>
      intro S h
      have hsub : S.1 ⊆ T.1 := sdiff_eq_empty_iff_subset.1 (card_eq_zero.1 h)
      have hST : S = T :=
        Subtype.ext (eq_of_subset_of_card_le hsub (T.2.trans S.2.symm).le)
      rw [hST]
    | succ n ih =>
      intro S h
      obtain ⟨u, hu⟩ : (S.1 \ T.1).Nonempty := card_pos.1 (by omega)
      obtain ⟨huS, huT⟩ := mem_sdiff.1 hu
      have hns : ¬ T.1 ⊆ S.1 := by
        intro hs
        have e := eq_of_subset_of_card_le hs (S.2.trans T.2.symm).le
        rw [e] at huT
        exact huT huS
      obtain ⟨v, hvT, hvS⟩ := not_subset.1 hns
      let M : Config V N := ⟨move S.1 u v, (card_move huS hvS).trans S.2⟩
      refine (reachable_move (hG u v) S M huS hvS rfl).trans (ih M ?_)
      have e : M.1 \ T.1 = (S.1 \ T.1).erase u := by
        ext x
        simp only [M, move, mem_sdiff, mem_insert, mem_erase]; grind
      rw [e, card_erase_of_mem hu]
      omega
  exact key _ S rfl

/-- On a connected finite lattice the graph of `N`-particle configurations is connected
exactly when `N` does not exceed the number of sites. -/
theorem configGraph_connected [Fintype V] {G : SimpleGraph V} (hG : G.Connected) (N : ℕ) :
    (configGraph G N).Connected ↔ N ≤ Fintype.card V := by
  constructor
  · intro h
    obtain ⟨S⟩ := h.nonempty
    exact S.2.symm.le.trans (card_le_univ S.1)
  · intro h
    obtain ⟨S, _, hS⟩ := exists_subset_card_eq (s := (univ : Finset V)) (n := N)
      (by rwa [card_univ])
    exact (SimpleGraph.connected_iff _).2
      ⟨configGraph_preconnected hG.preconnected N, ⟨⟨S, hS⟩⟩⟩

/-- A site function equal at the two ends of every edge has the same sum over the occupied
sites of two configurations linked by hops. -/
theorem sum_conserved {G : SimpleGraph V} {N : ℕ} (f : V → ℝ)
    (hf : ∀ a b, G.Adj a b → f a = f b) {S T : Config V N}
    (h : (configGraph G N).Reachable S T) : ∑ x ∈ S.1, f x = ∑ x ∈ T.1, f x := by
  obtain ⟨p⟩ := h
  induction p with
  | nil => rfl
  | cons hadj _ ih =>
    obtain ⟨u, v, huv, hu, hv, e⟩ := (configGraph_adj G _ _).1 hadj
    rw [← ih, e, sum_move f hu hv, hf u v huv]
    ring

/-- On a finite lattice with at least one particle and one empty site, the configuration graph is
connected exactly when the lattice is connected. -/
theorem configGraph_connected_iff [Fintype V] (G : SimpleGraph V) {N : ℕ} (h0 : 0 < N)
    (hN : N < Fintype.card V) : (configGraph G N).Connected ↔ G.Connected := by
  refine ⟨fun h => ?_, fun hG => (configGraph_connected hG N).2 hN.le⟩
  refine (SimpleGraph.connected_iff _).2 ⟨fun u v => ?_, Fintype.card_pos_iff.1 (by omega)⟩
  by_contra hn
  classical
  have hne : u ≠ v := by
    rintro rfl
    exact hn (SimpleGraph.Reachable.refl _)
  -- a configuration with u occupied and v empty
  obtain ⟨S, h1, h2, hS⟩ := exists_subsuperset_card_eq (s := {u}) (t := univ.erase v) (n := N)
    (by simp [hne]) (by rw [card_singleton]; omega)
    (by rw [card_erase_of_mem (mem_univ v), card_univ]; omega)
  have hu : u ∈ S := h1 (mem_singleton_self u)
  have hv : v ∉ S := fun hv => by simpa using h2 hv
  -- the particle number in the component of u is conserved by hops
  let f : V → ℝ := fun x => if G.Reachable u x then 1 else 0
  have hf : ∀ a b, G.Adj a b → f a = f b := fun a b hab =>
    if_congr ⟨fun h => h.trans hab.reachable, fun h => h.trans hab.symm.reachable⟩ rfl rfl
  have e1 : ∑ x ∈ S, f x = ∑ x ∈ move S u v, f x :=
    sum_conserved f hf
      (h.preconnected ⟨S, hS⟩ ⟨move S u v, (card_move hu hv).trans hS⟩)
  have e2 := sum_move f hu hv
  have e3 : f u = 1 := if_pos (SimpleGraph.Reachable.refl u)
  have e4 : f v = 0 := if_neg hn
  linarith

open Classical in
/-- The hard-core boson Hamiltonian on real amplitudes: hopping amplitude `t` between adjacent
configurations and a diagonal energy `U` (site potential and interaction). -/
noncomputable def hamiltonian [Fintype V] (G : SimpleGraph V) (N : ℕ) (t : ℝ)
    (U ψ : Config V N → ℝ) (S : Config V N) : ℝ :=
  -t * ∑ T, (if (configGraph G N).Adj S T then ψ T else 0) + U S * ψ S

/-- On a connected finite lattice with nonzero hopping, a nonnegative nonzero eigenvector of
the hard-core boson Hamiltonian is strictly positive on every configuration. -/
theorem eigenvector_pos [Fintype V] {G : SimpleGraph V} (hG : G.Connected) {N : ℕ} {t E : ℝ}
    (ht : t ≠ 0) (U ψ : Config V N → ℝ) (hψ : ∀ S, 0 ≤ ψ S) (hne : ψ ≠ 0)
    (hE : ∀ S, hamiltonian G N t U ψ S = E * ψ S) (S : Config V N) : 0 < ψ S := by
  -- a zero of ψ forces zeros on all neighbouring configurations
  have step : ∀ A B, (configGraph G N).Adj A B → ψ A = 0 → ψ B = 0 := by
    intro A B hAB hA
    have h := hE A
    rw [hamiltonian, hA, mul_zero, mul_zero, add_zero] at h
    have hs := (mul_eq_zero.1 h).resolve_left (neg_ne_zero.2 ht)
    have hB := (sum_eq_zero_iff_of_nonneg (fun T _ => by
      by_cases hT : (configGraph G N).Adj A T <;> simp [hT, hψ T])).1 hs B (mem_univ B)
    simpa [hAB] using hB
  have spread : ∀ A B, (configGraph G N).Walk A B → ψ A = 0 → ψ B = 0 := by
    intro A B p
    induction p with
    | nil => exact id
    | cons h _ ih => exact fun hA => ih (step _ _ h hA)
  by_contra hS
  apply hne
  funext T
  obtain ⟨p⟩ := configGraph_preconnected hG.preconnected N S T
  exact spread S T p (le_antisymm (not_lt.1 hS) (hψ S))

end HardCoreConfigurations
```

```lean
#print axioms HardCoreConfigurations.configGraph_connected_iff
-- 'HardCoreConfigurations.configGraph_connected_iff' depends on axioms: [propext, Classical.choice, Quot.sound]
#print axioms HardCoreConfigurations.eigenvector_pos
-- 'HardCoreConfigurations.eigenvector_pos' depends on axioms: [propext, Classical.choice, Quot.sound]
```

### Remarks

The main statements read as follows. `configGraph_preconnected` assumes only `G.Preconnected`, with no finiteness, and concludes that any two N-particle configurations are linked by hops. `configGraph_connected` assumes a finite connected lattice and gives connectivity if and only if `N ≤ Fintype.card V`; this includes N = 0, N = |V| and the one-site lattice. `configGraph_connected_iff` takes any finite `G` with `0 < N` and `N < Fintype.card V`, so at least two sites, and makes connectivity of the two graphs equivalent. The end values are left out there because the empty and the full lattice each have a single configuration and carry no information about the bonds.

`eigenvector_pos` takes a finite connected lattice, `ht : t ≠ 0`, nonnegativity `hψ`, `hne : ψ ≠ 0` and the eigenvalue equation `hE`, and concludes `0 < ψ S` for every S. For N > |V| no ψ satisfies `hne`, so the theorem says nothing there. E is not assumed to be the lowest eigenvalue and t may have either sign, but a nonnegative eigenvector belongs to the lowest eigenvalue for t > 0 and to the highest for t < 0, a standard fact that is not proved here. The theorem is the strict-positivity step of the Perron–Frobenius argument: that ψ is nonnegative is assumed in `hψ`, not derived, and nondegeneracy is not addressed.

The proofs follow the five steps. `card_move` and `sum_move` are the two identities of Step 1. In `configGraph_adj` the forward direction supplies the reverse hop `⟨v, u, huv.symm, ?_, ?_, ?_⟩`, and the backward direction rules out S = T. In `reachable_move` the configurations are quantified after the colon, so that the induction hypothesis `ih` can be applied to `S M` in the occupied case and to `M T` in the empty case; `by_cases hw` and `by_cases hwv` are the case distinctions of Step 2. The set identities are reduced to statements about membership of one site and closed by `grind`. Nothing requires the walk to avoid repeated sites.

In `configGraph_preconnected` the statement `key` is the induction on |S \ T| with T fixed, `hns` is the exclusion of T ⊆ S, and `e` in the last lines is the identity for M \ T. `configGraph_connected` obtains a configuration from `exists_subset_card_eq`. `sum_conserved` is an induction on a walk in the configuration graph. In `configGraph_connected_iff`, `exists_subsuperset_card_eq` provides S, and `linarith` combines conservation `e1`, the change formula `e2` and the values `e3`, `e4` into the contradiction. In `eigenvector_pos`, `step` is the one-neighbour argument through `sum_eq_zero_iff_of_nonneg`, and `spread` carries it along a walk.

The link to your application is physical reasoning that Lean has not checked here. For t > 0, replacing a ground state ψ by |ψ| keeps the norm and does not raise the energy, so |ψ| is a ground state too. On a finite connected lattice `eigenvector_pos` then gives |ψ(S)| > 0 for every S, so ψ has no zeros and the division by ψ(S) in a Hohenberg–Kohn argument is allowed. For t < 0 this can fail: with U = 0, one particle on a triangle has a ground state with amplitudes (1, −1, 0). v-representability itself is not treated. The connectivity theorems concern occupation patterns only and apply equally to spinless fermions, but `hamiltonian` has the same sign on every hop and so does not contain fermionic exchange signs.
